# The energy variance bounds a state's weight on levels far below or above its mean energy in finite dimension

Let \(H\) be a Hamiltonian with a finite orthonormal eigenbasis \(u_k\) and real energies \(E_k\), and let \(x\) be a unit vector with mean energy \(m\) and energy variance \(s^2\). For every \(t>0\),

\[
\sum_{k:\,E_k\le m-t}|\langle u_k,x\rangle|^2\;\le\;\frac{s^2}{s^2+t^2},
\]

and the same bound holds for the levels with \(E_k\ge m+t\). The bound on the lower tail is attained exactly when every populated level lies at \(m-t\) or at \(m+s^2/t\).

For a trial state in a finite basis, the mean and variance alone therefore limit the weight on distant eigenstates of the Hamiltonian matrix in that basis.

In Lean 4 with Mathlib:

```lean
import Mathlib

open Finset

namespace OneSidedEnergyBound

noncomputable section
```

## A parabola above a step

Write \(d\) for the deviation of an energy from the mean and \(v\ge 0\) for the variance. The tail \(d\le -t\) is marked by a step of height \((v+t^2)^2\), which is compared with the parabola \((td-v)^2\). Their difference is

\[
g(d)=(td-v)^2-\begin{cases}(v+t^2)^2,& d\le -t,\\ 0,& d>-t.\end{cases}
\]

```lean
/-- The parabola `(t d - v)²` minus a step of height `(v + t²)²` on the tail `d ≤ -t`. -/
def tailGap (t v d : ℝ) : ℝ :=
  (t * d - v) ^ 2 - if d ≤ -t then (v + t ^ 2) ^ 2 else 0
```

Off the tail, \(g\) is a square and vanishes only at \(td=v\). On the tail, the difference of two squares factors:

\[
g(d)=t\,(-t-d)\,(2v-td+t^2).
\]

The first and last factors are positive and the middle one is nonnegative, so \(g\ge 0\), with equality only at \(d=-t\). The proof splits on the step condition and passes this product to `nlinarith`. The point \(td=v\) cannot lie on the tail, where \(td<0\le v\).

```lean
/-- The parabola lies on or above the step, and touches it only at `d = -t` or `t d = v`. -/
theorem tailGap_nonneg_and_zero {t v : ℝ} (ht : 0 < t) (hv : 0 ≤ v) (d : ℝ) :
    0 ≤ tailGap t v d ∧ (tailGap t v d = 0 ↔ d = -t ∨ t * d = v) := by
  unfold tailGap
  split_ifs with h
  · have hd : 0 < t * (-d) := mul_pos ht (by linarith)
    have hf : 0 < 2 * v + t * (-d) + t ^ 2 := by nlinarith [sq_nonneg t]
    refine ⟨?_, ?_, ?_⟩
    · have hp : 0 ≤ t * (-t - d) * (2 * v + t * (-d) + t ^ 2) :=
        mul_nonneg (mul_nonneg ht.le (by linarith)) hf.le
      nlinarith [hp]
    · intro h0
      left
      by_contra hne
      have hlt : d < -t := lt_of_le_of_ne h hne
      have hp : 0 < t * (-t - d) * (2 * v + t * (-d) + t ^ 2) :=
        mul_pos (mul_pos ht (by linarith)) hf
      nlinarith [hp]
    · rintro (h1 | h1)
      · rw [h1]; ring
      · exfalso; linarith
  · refine ⟨by linarith [sq_nonneg (t * d - v)], ?_, ?_⟩
    · intro h0
      right
      have h1 : (t * d - v) ^ 2 = 0 := by linarith
      have h2 : t * d - v = 0 := (pow_eq_zero_iff two_ne_zero).mp h1
      linarith
    · rintro (h1 | h1)
      · exact absurd h1.le h
      · rw [h1]; ring
```

## Averaging over the levels

Let \(w_k\) be weights with \(\sum_k w_k=1\), \(\sum_k w_kd_k=0\) and \(\sum_k w_kd_k^2=v\). The parabola then averages to

\[
\sum_k w_k(td_k-v)^2=t^2v-2tv\cdot 0+v^2=v(v+t^2).
\]

Since the parabola is the step plus \(g\), the tail weight \(T=\sum_{k:\,d_k\le -t}w_k\) satisfies

\[
T\,(v+t^2)^2+\sum_k w_k\,g(d_k)=v(v+t^2).
\]

The code proves this term by term and then inserts the three moments.

```lean
variable {ι : Type*} [Fintype ι]

/-- For normalised weights with centred deviations `d` of variance `v`, the tail weight and
the averaged gap between parabola and step obey an exact balance. -/
theorem tail_identity (w d : ι → ℝ) (t v : ℝ) (h0 : ∑ k, w k = 1)
    (h1 : ∑ k, w k * d k = 0) (h2 : ∑ k, w k * d k ^ 2 = v) :
    (∑ k with d k ≤ -t, w k) * (v + t ^ 2) ^ 2 + ∑ k, w k * tailGap t v (d k)
      = v * (v + t ^ 2) := by
  have h : ∀ k, (if d k ≤ -t then w k else 0) * (v + t ^ 2) ^ 2 + w k * tailGap t v (d k)
      = t ^ 2 * (w k * d k ^ 2) - 2 * t * v * (w k * d k) + v ^ 2 * w k := by
    intro k
    unfold tailGap
    split_ifs <;> ring
  rw [Finset.sum_filter, Finset.sum_mul, ← Finset.sum_add_distrib,
    Finset.sum_congr rfl (fun k _ => h k), Finset.sum_add_distrib, Finset.sum_sub_distrib,
    ← Finset.mul_sum, ← Finset.mul_sum, ← Finset.mul_sum, h0, h1, h2]
  ring
```

If the weights are also nonnegative, the averaged gap is nonnegative. Dropping it and dividing by \((v+t^2)^2>0\) gives \(T\le v/(v+t^2)\). Equality holds exactly when the averaged gap is zero. A sum of nonnegative terms vanishes only if each term does, so every \(k\) with \(w_k\ne 0\) must have \(d_k=-t\) or \(td_k=v\).

This is Cantelli's inequality for a distribution on finitely many points; the inequality of that name applies to any random variable with finite variance.

```lean
/-- Cantelli's inequality for a finite distribution with centred deviations `d` and
variance `v`, together with its equality case. -/
theorem cantelli_distribution (w d : ι → ℝ) {t v : ℝ} (ht : 0 < t) (hw : ∀ k, 0 ≤ w k)
    (h0 : ∑ k, w k = 1) (h1 : ∑ k, w k * d k = 0) (h2 : ∑ k, w k * d k ^ 2 = v) :
    ∑ k with d k ≤ -t, w k ≤ v / (v + t ^ 2) ∧
    (∑ k with d k ≤ -t, w k = v / (v + t ^ 2) ↔
      ∀ k, w k ≠ 0 → d k = -t ∨ t * d k = v) := by
  have hv : 0 ≤ v := by
    rw [← h2]
    exact Finset.sum_nonneg fun k _ => mul_nonneg (hw k) (sq_nonneg _)
  have hq : 0 < v + t ^ 2 := by positivity
  have hid := tail_identity w d t v h0 h1 h2
  have hg : ∀ k ∈ (Finset.univ : Finset ι), 0 ≤ w k * tailGap t v (d k) :=
    fun k _ => mul_nonneg (hw k) (tailGap_nonneg_and_zero ht hv (d k)).1
  have hS := Finset.sum_nonneg hg
  constructor
  · rw [le_div_iff₀ hq]
    refine le_of_mul_le_mul_right ?_ hq
    linarith
  · -- equality holds exactly when the averaged gap vanishes
    have hiff : ∑ k with d k ≤ -t, w k = v / (v + t ^ 2) ↔
        ∑ k, w k * tailGap t v (d k) = 0 := by
      rw [eq_div_iff hq.ne']
      constructor
      · intro h
        linear_combination hid - (v + t ^ 2) * h
      · intro h
        apply mul_right_cancel₀ hq.ne'
        linear_combination hid - h
    rw [hiff, Finset.sum_eq_zero_iff_of_nonneg hg]
    constructor
    · intro h k hk
      exact (tailGap_nonneg_and_zero ht hv (d k)).2.mp
        ((mul_eq_zero.mp (h k (Finset.mem_univ k))).resolve_left hk)
    · intro h k _
      by_cases hk : w k = 0
      · rw [hk, zero_mul]
      · rw [(tailGap_nonneg_and_zero ht hv (d k)).2.mpr (h k hk), mul_zero]
```

## Mean, variance and weights of a quantum state

The state space `V` is a complex inner product space, and `H` is a linear map on it. For a unit vector \(x\), the mean energy is \(m=\mathrm{Re}\,\langle x,Hx\rangle\), with the inner product linear in its second argument.

```lean
variable {V : Type*} [NormedAddCommGroup V] [InnerProductSpace ℂ V]

/-- The number `Re ⟨x, H x⟩`, which is the mean energy when `x` is a unit vector. -/
def meanEnergy (H : V →ₗ[ℂ] V) (x : V) : ℝ := (inner ℂ x (H x)).re
```

The variance is the squared length of the residual, \(s^2=\|Hx-mx\|^2\). Thus `energyVariance` denotes \(s^2\), not \(s\), and neither definition refers to the eigenbasis.

```lean
/-- The number `‖H x - m x‖²` with `m = meanEnergy H x`, which is the energy variance when `x` is a
unit vector and `H` is Hermitian. -/
def energyVariance (H : V →ₗ[ℂ] V) (x : V) : ℝ :=
  ‖H x - (meanEnergy H x : ℂ) • x‖ ^ 2
```

The weight on level \(k\) is \(w_k=|\langle u_k,x\rangle|^2\).

```lean
/-- The weight `|⟨u_k, x⟩|²` of the state `x` on level `k`. -/
def weight (u : OrthonormalBasis ι ℂ V) (x : V) (k : ι) : ℝ := ‖inner ℂ (u k) x‖ ^ 2
```

The hypothesis `hu` says \(Hu_k=E_ku_k\), with `E` real-valued and `u` an orthonormal basis indexed by the finite type `ι`. Together these make \(H\) Hermitian. The eigenbasis is assumed here, not derived from Hermiticity, and its finiteness excludes infinite-dimensional spaces and continuous spectra. The energies need not be ordered or distinct; a degenerate level contributes one weight for each of its basis vectors.

Expanding \(x=\sum_i\langle u_i,x\rangle u_i\) and using orthonormality,

\[
\langle u_k,Hx\rangle=\sum_i\langle u_i,x\rangle E_i\langle u_k,u_i\rangle=E_k\langle u_k,x\rangle .
\]

```lean
variable {H : V →ₗ[ℂ] V} {u : OrthonormalBasis ι ℂ V} {E : ι → ℝ}

/-- The Hamiltonian multiplies the amplitude on each level by the energy of that level. -/
theorem inner_hamiltonian (hu : ∀ k, H (u k) = (E k : ℂ) • u k) (x : V) (k : ι) :
    inner ℂ (u k) (H x) = (E k : ℂ) * inner ℂ (u k) x := by
  have hk : inner ℂ (u k) (u k) = (1 : ℂ) := by
    rw [inner_self_eq_norm_sq_to_K, u.orthonormal.1 k]
    simp
  conv_lhs => rw [← u.sum_repr' x]
  rw [map_sum, inner_sum, Finset.sum_eq_single k]
  · rw [map_smul, hu, inner_smul_right, inner_smul_right, hk]
    ring
  · intro i _ hik
    have hi : inner ℂ (u k) (u i) = (0 : ℂ) := u.orthonormal.2 hik.symm
    rw [map_smul, hu, inner_smul_right, inner_smul_right, hi, mul_zero, mul_zero]
  · intro h
    exact absurd (Finset.mem_univ k) h
```

The three moments follow. Parseval's identity gives \(\sum_k w_k=\|x\|^2=1\). Inserting the basis into the mean gives

\[
m=\mathrm{Re}\sum_k\langle x,u_k\rangle\langle u_k,Hx\rangle=\sum_k w_kE_k,
\]

so \(\sum_k w_k(E_k-m)=m-m=0\). Parseval's identity for the residual gives

\[
s^2=\sum_k|\langle u_k,Hx-mx\rangle|^2=\sum_k w_k(E_k-m)^2 .
\]

```lean
/-- For a unit vector the level weights sum to one, the energy deviations from the mean
average to zero, and their squares average to the energy variance. -/
theorem energy_moments (hu : ∀ k, H (u k) = (E k : ℂ) • u k) {x : V} (hx : ‖x‖ = 1) :
    ∑ k, weight u x k = 1 ∧
    ∑ k, weight u x k * (E k - meanEnergy H x) = 0 ∧
    ∑ k, weight u x k * (E k - meanEnergy H x) ^ 2 = energyVariance H x := by
  have h0 : ∑ k, weight u x k = 1 := by
    unfold weight
    rw [u.sum_sq_norm_inner_right x, hx, one_pow]
  have hm : meanEnergy H x = ∑ k, weight u x k * E k := by
    rw [meanEnergy, ← u.sum_inner_mul_inner x (H x), Complex.re_sum]
    refine Finset.sum_congr rfl fun k _ => ?_
    rw [inner_hamiltonian hu, ← inner_conj_symm x (u k), weight]
    generalize inner ℂ (u k) x = z
    rw [Complex.sq_norm, Complex.normSq_apply]
    simp only [Complex.mul_re, Complex.mul_im, Complex.conj_re, Complex.conj_im,
      Complex.ofReal_re, Complex.ofReal_im]
    ring
  refine ⟨h0, ?_, ?_⟩
  · simp only [mul_sub]
    rw [Finset.sum_sub_distrib, ← Finset.sum_mul, h0, ← hm]
    ring
  · rw [energyVariance, ← u.sum_sq_norm_inner_right]
    refine Finset.sum_congr rfl fun k _ => ?_
    rw [inner_sub_right, inner_hamiltonian hu, inner_smul_right, ← sub_mul,
      ← Complex.ofReal_sub, norm_mul, mul_pow, Complex.norm_real, Real.norm_eq_abs, sq_abs,
      weight]
    ring
```

## The two energy tails

Set \(d_k=E_k-m\) and \(v=s^2\). The condition \(E_k\le m-t\) is the same as \(d_k\le -t\), so the finite-distribution bound applies directly. In the theorem, `hx` is the normalisation \(\|x\|=1\) and `ht` is \(t>0\).

```lean
/-- The total weight of a unit vector on levels at least `t` below its mean energy is at most
`s² / (s² + t²)`, where `s²` is its energy variance. -/
theorem lower_tail_le (hu : ∀ k, H (u k) = (E k : ℂ) • u k) {x : V} (hx : ‖x‖ = 1)
    {t : ℝ} (ht : 0 < t) :
    ∑ k with E k ≤ meanEnergy H x - t, weight u x k
      ≤ energyVariance H x / (energyVariance H x + t ^ 2) := by
  obtain ⟨h0, h1, h2⟩ := energy_moments hu hx
  have hf : (Finset.univ.filter fun k => E k ≤ meanEnergy H x - t)
      = Finset.univ.filter fun k => E k - meanEnergy H x ≤ -t :=
    Finset.filter_congr fun k _ => by constructor <;> intro h <;> linarith
  rw [hf]
  exact (cantelli_distribution (weight u x) (fun k => E k - meanEnergy H x) ht
    (fun k => sq_nonneg _) h0 h1 h2).1
```

For the upper tail, take \(d_k=m-E_k\). The deviations still average to zero and their squares still average to \(s^2\), while \(E_k\ge m+t\) becomes \(d_k\le -t\).

```lean
/-- The total weight of a unit vector on levels at least `t` above its mean energy is at most `s² /
(s² + t²)`, where `s²` is its energy variance. -/
theorem upper_tail_le (hu : ∀ k, H (u k) = (E k : ℂ) • u k) {x : V} (hx : ‖x‖ = 1)
    {t : ℝ} (ht : 0 < t) :
    ∑ k with meanEnergy H x + t ≤ E k, weight u x k
      ≤ energyVariance H x / (energyVariance H x + t ^ 2) := by
  obtain ⟨h0, h1, h2⟩ := energy_moments hu hx
  have hf : (Finset.univ.filter fun k => meanEnergy H x + t ≤ E k)
      = Finset.univ.filter fun k => meanEnergy H x - E k ≤ -t :=
    Finset.filter_congr fun k _ => by constructor <;> intro h <;> linarith
  -- reversing the energy axis preserves the centring and the variance
  have h1' : ∑ k, weight u x k * (meanEnergy H x - E k) = 0 := by
    rw [← neg_eq_zero, ← Finset.sum_neg_distrib, ← h1]
    exact Finset.sum_congr rfl fun k _ => by ring
  have h2' : ∑ k, weight u x k * (meanEnergy H x - E k) ^ 2 = energyVariance H x := by
    rw [← h2]
    exact Finset.sum_congr rfl fun k _ => by ring
  rw [hf]
  exact (cantelli_distribution (weight u x) (fun k => meanEnergy H x - E k) ht
    (fun k => sq_nonneg _) h0 h1' h2').1
```

## When the lower-tail bound is attained

With \(d_k=E_k-m\) again, the two contact points become energies:

\[
d_k=-t\iff E_k=m-t,\qquad td_k=s^2\iff E_k=m+\frac{s^2}{t}.
\]

Only levels with nonzero weight are constrained. The proof translates the equality case of the finite distribution through these equivalences.

```lean
/-- For a unit vector, the lower-tail bound is an equality exactly when every level with nonzero
weight lies at `m - t` or at `m + s² / t`, with `m` the mean energy and `s²` the variance. -/
theorem lower_tail_eq_iff (hu : ∀ k, H (u k) = (E k : ℂ) • u k) {x : V} (hx : ‖x‖ = 1)
    {t : ℝ} (ht : 0 < t) :
    ∑ k with E k ≤ meanEnergy H x - t, weight u x k
      = energyVariance H x / (energyVariance H x + t ^ 2) ↔
    ∀ k, weight u x k ≠ 0 →
      E k = meanEnergy H x - t ∨ E k = meanEnergy H x + energyVariance H x / t := by
  obtain ⟨h0, h1, h2⟩ := energy_moments hu hx
  have hf : (Finset.univ.filter fun k => E k ≤ meanEnergy H x - t)
      = Finset.univ.filter fun k => E k - meanEnergy H x ≤ -t :=
    Finset.filter_congr fun k _ => by constructor <;> intro h <;> linarith
  rw [hf, (cantelli_distribution (weight u x) (fun k => E k - meanEnergy H x) ht
    (fun k => sq_nonneg _) h0 h1 h2).2]
  refine forall_congr' fun k => imp_congr_right fun _ => or_congr ?_ ?_
  · constructor <;> intro h <;> linarith
  · rw [← sub_eq_iff_eq_add', eq_div_iff ht.ne', mul_comm]
```

A two-level system whose level \(0\) lies below the mean always attains the value. Put \(t=m-E_0>0\) and \(b=E_1-m\). Centring gives \(w_0t=w_1b\), and therefore

\[
w_1s^2=w_1w_0t^2+(w_1b)^2=w_1w_0t^2+w_0^2t^2=w_0t^2 .
\]

Substituting \(w_1=1-w_0\) yields \(w_0=s^2/(s^2+t^2)\). The final `linear_combination` carries out this elimination using the three moment equations.

```lean
/-- For a unit vector in a two-level system whose level `0` lies below the mean energy `m`, the
weight on that level equals `s² / (s² + t²)`, with `s²` the energy variance and `t = m - E 0`. -/
theorem two_level_weight {u : OrthonormalBasis (Fin 2) ℂ V} {E : Fin 2 → ℝ}
    (hu : ∀ k, H (u k) = (E k : ℂ) • u k) {x : V} (hx : ‖x‖ = 1)
    (hE : E 0 < meanEnergy H x) :
    weight u x 0 = energyVariance H x /
      (energyVariance H x + (meanEnergy H x - E 0) ^ 2) := by
  obtain ⟨h0, h1, h2⟩ := energy_moments hu hx
  rw [Fin.sum_univ_two] at h0 h1 h2
  have hv : 0 ≤ energyVariance H x := sq_nonneg _
  have ht : 0 < (meanEnergy H x - E 0) ^ 2 := pow_pos (sub_pos.mpr hE) 2
  rw [eq_div_iff (by linarith)]
  linear_combination (1 - weight u x 0) * h2
    + weight u x 1 * (E 1 - meanEnergy H x) ^ 2 * h0
    + (weight u x 0 * (E 0 - meanEnergy H x) - weight u x 1 * (E 1 - meanEnergy H x)) * h1

end

end OneSidedEnergyBound
```

```lean
#print axioms OneSidedEnergyBound.lower_tail_le
#print axioms OneSidedEnergyBound.upper_tail_le
#print axioms OneSidedEnergyBound.lower_tail_eq_iff
#print axioms OneSidedEnergyBound.two_level_weight
```

```
'OneSidedEnergyBound.lower_tail_le' depends on axioms: [propext, Classical.choice, Quot.sound]
'OneSidedEnergyBound.upper_tail_le' depends on axioms: [propext, Classical.choice, Quot.sound]
'OneSidedEnergyBound.lower_tail_eq_iff' depends on axioms: [propext, Classical.choice, Quot.sound]
'OneSidedEnergyBound.two_level_weight' depends on axioms: [propext, Classical.choice, Quot.sound]
```
